# The F12 C-coupling operator vanishes exactly under the extended Brillouin condition

## Orbital spaces and pair operators

Let $n$ be a finite set that labels an orthonormal orbital basis, and let $K$ be the field of scalars, for instance $\mathbb R$ or $\mathbb C$. One-electron operators are $n\times n$ matrices over $K$. The finite basis includes the complementary orbitals, so the complement stands for an auxiliary basis and not for the infinite remainder of the one-electron space.

```lean
import Mathlib

open Matrix
open scoped Kronecker

namespace ExtendedBrillouinCoupling

variable {n K : Type*} [Fintype n] [DecidableEq n] [Field K]
```

Three matrices $O$, $V$ and $W$ select the occupied, virtual and complementary orbitals. The structure `OrbitalPartition` requires that the product of any two different ones is zero, in either order, and that $O+V+W=1$. It does not require them to be symmetric or Hermitian, so the usual orthogonal projectors are a special case.

```lean
/-- The orbital space is split by the occupied, virtual and complementary projectors `O`, `V`, `W`,
which annihilate one another and sum to the identity. -/
structure OrbitalPartition (O V W : Matrix n n K) : Prop where
  OV : O * V = 0
  VO : V * O = 0
  OW : O * W = 0
  WO : W * O = 0
  VW : V * W = 0
  WV : W * V = 0
  sum : O + V + W = 1
```

An operator on electron pairs is a matrix with rows and columns labelled by ordered pairs of orbitals. The Kronecker product, written `⊗ₖ` in Lean, has the entries

$$(A\otimes B)_{(i,k),(j,l)}=A_{ij}B_{kl},$$

with electron 1 in the first factor and electron 2 in the second. All ordered products are kept and no antisymmetry is imposed. For a Fock matrix $F$, the pair Fock operator is $F\otimes1+1\otimes F$. Here $F$ may be any matrix: neither hermiticity nor self-consistency is assumed.

```lean
/-- The Fock operator of an electron pair, `F⊗1 + 1⊗F`. -/
def pairFock (F : Matrix n n K) : Matrix (n × n) (n × n) K :=
  F ⊗ₖ 1 + 1 ⊗ₖ F
```

The strong-orthogonality operator is

$$Q=(1-O)\otimes(1-O)-V\otimes V .$$

It defines the part of pair space in which the explicitly correlated functions act, beyond what the orbital expansion already describes.

```lean
/-- The strong-orthogonality operator `Q = (1-O)⊗(1-O) - V⊗V` of F12 theory. -/
def strongQ (O V : Matrix n n K) : Matrix (n × n) (n × n) K :=
  (1 - O) ⊗ₖ (1 - O) - V ⊗ₖ V
```

The C-coupling operator connects virtual pairs to that part:

$$C=(V\otimes V)(F\otimes 1+1\otimes F)\,Q .$$

The C intermediate of F12 theory consists of matrix elements of $C$ between virtual pairs and correlation-factor functions. Those functions do not enter below.

```lean
/-- The C-coupling operator, which connects virtual pairs to the range of `Q` through the pair
Fock operator. -/
def coupling (O V F : Matrix n n K) : Matrix (n × n) (n × n) K :=
  (V ⊗ₖ V) * pairFock F * strongQ O V
```

The solutions of (c) to (h) use the mixed-product rule $(A\otimes B)(A'\otimes B')=AA'\otimes BB'$.

## (a) Idempotency from the partition

**Task.** Show that each of the three matrices is a projector:
$$O^2=O,\qquad V^2=V,\qquad W^2=W .$$

**Solution.** Multiply the resolution of the identity by $V$:
$$V=V(O+V+W)=VO+V^2+VW=V^2 .$$
In the same way, $O=O(O+V+W)=O^2$ and $W=W(O+V+W)=W^2$.

Each `calc` block in Lean is this computation read from the square back to the matrix.

```lean
/-- The three members of an orbital partition are idempotent. -/
theorem OrbitalPartition.idempotent {O V W : Matrix n n K} (h : OrbitalPartition O V W) :
    O * O = O ∧ V * V = V ∧ W * W = W := by
  -- multiply the resolution of the identity by each projector
  refine ⟨?_, ?_, ?_⟩
  · calc O * O = O * (O + V + W) := by
          simp only [mul_add, h.OV, h.OW, add_zero]
      _ = O := by rw [h.sum, mul_one]
  · calc V * V = V * (O + V + W) := by
          simp only [mul_add, h.VO, h.VW, add_zero, zero_add]
      _ = V := by rw [h.sum, mul_one]
  · calc W * W = W * (O + V + W) := by
          simp only [mul_add, h.WO, h.WV, zero_add]
      _ = W := by rw [h.sum, mul_one]
```

## (b) The pairs contained in $Q$

**Task.** Write $Q$ as a sum of products of $V$ and $W$:
$$Q=V\otimes W+W\otimes V+W\otimes W .$$

**Solution.** Since $1-O=V+W$,
$$Q=(V+W)\otimes(V+W)-V\otimes V .$$
Expanding the first product gives four terms, and $V\otimes V$ cancels. What remains are the pairs with at least one electron in the complement and none in an occupied orbital.

In the proof, `hE` is the identity for $1-O$, the two distributive laws expand the product, and `abel` cancels $V\otimes V$.

```lean
/-- `Q` is the sum of the pair projectors with at least one electron in the complementary space
and none in the occupied space. -/
theorem strongQ_eq {O V W : Matrix n n K} (h : OrbitalPartition O V W) :
    strongQ O V = V ⊗ₖ W + W ⊗ₖ V + W ⊗ₖ W := by
  have hE : 1 - O = V + W := by
    rw [← h.sum]
    abel
  rw [strongQ, hE]
  simp only [Matrix.add_kronecker, Matrix.kronecker_add]
  abel
```

## (c) $Q$ as a projector

**Task.** Show that $Q$ is idempotent and that its range has no component on virtual pairs or on pairs with an occupied orbital:
$$Q^2=Q,\quad (V\otimes V)Q=0,\quad (O\otimes1)Q=0,\quad (1\otimes O)Q=0 .$$

**Solution.** Use the three terms of (b). Two different terms have $V$ against $W$ in at least one factor, so their product is zero. Each term squared gives itself by (a), hence $Q^2=Q$. Next,
$$(V\otimes V)Q=V^2\otimes VW+VW\otimes V^2+VW\otimes VW=0,$$
$$(O\otimes1)Q=OV\otimes W+OW\otimes V+OW\otimes W=0,$$
$$(1\otimes O)Q=V\otimes OW+W\otimes OV+W\otimes OW=0 .$$

A single `simp only` call does all four expansions, with the products of the partition as rewrite rules.

```lean
/-- `Q` is idempotent, and its product with `V⊗V`, `O⊗1` or `1⊗O` on the left is zero: the range of
`Q` has no component on virtual pairs or on pairs with an occupied orbital. -/
theorem strongQ_projector {O V W : Matrix n n K} (h : OrbitalPartition O V W) :
    strongQ O V * strongQ O V = strongQ O V ∧ (V ⊗ₖ V) * strongQ O V = 0 ∧
      (O ⊗ₖ (1 : Matrix n n K)) * strongQ O V = 0 ∧
      ((1 : Matrix n n K) ⊗ₖ O) * strongQ O V = 0 := by
  obtain ⟨-, hV, hW⟩ := h.idempotent
  rw [strongQ_eq h]
  refine ⟨?_, ?_, ?_, ?_⟩ <;>
    simp only [mul_add, add_mul, ← Matrix.mul_kronecker_mul, hV, hW, h.VW, h.WV, h.OV, h.OW,
      Matrix.zero_kronecker, Matrix.kronecker_zero, add_zero, zero_add]
```

## (d) The coupling in terms of one Fock block

**Task.** Show that $F$ enters the coupling only through its virtual–complement block:
$$C=VFW\otimes V+V\otimes VFW .$$

**Solution.** For the Fock operator of electron 1,
$$(V\otimes V)(F\otimes1)Q=(VF\otimes V)Q=VFV\otimes VW+VFW\otimes V^2+VFW\otimes VW=VFW\otimes V .$$
For that of electron 2,
$$(V\otimes V)(1\otimes F)Q=(V\otimes VF)Q=V^2\otimes VFW+VW\otimes VFV+VW\otimes VFW=V\otimes VFW .$$
The sum is the stated formula. A one-electron operator changes the orbital of one electron only, so a virtual pair never reaches $W\otimes W$.

The two lines are `h1` and `h2` in Lean, and the last rewrite adds them.

```lean
/-- The C-coupling operator contains the Fock matrix only through its virtual-complement block:
it equals `VFW⊗V + V⊗VFW`. -/
theorem coupling_eq {O V W : Matrix n n K} (h : OrbitalPartition O V W) (F : Matrix n n K) :
    coupling O V F = (V * F * W) ⊗ₖ V + V ⊗ₖ (V * F * W) := by
  obtain ⟨-, hV, -⟩ := h.idempotent
  -- the Fock operator of the first electron
  have h1 : (V ⊗ₖ V) * (F ⊗ₖ (1 : Matrix n n K)) * strongQ O V = (V * F * W) ⊗ₖ V := by
    rw [strongQ_eq h]
    simp only [mul_add, ← Matrix.mul_kronecker_mul, mul_one, hV, h.VW,
      Matrix.kronecker_zero, add_zero, zero_add]
  -- the Fock operator of the second electron
  have h2 : (V ⊗ₖ V) * ((1 : Matrix n n K) ⊗ₖ F) * strongQ O V = V ⊗ₖ (V * F * W) := by
    rw [strongQ_eq h]
    simp only [mul_add, ← Matrix.mul_kronecker_mul, mul_one, hV, h.VW,
      Matrix.zero_kronecker, add_zero]
  rw [coupling, pairFock, mul_add, add_mul, h1, h2]
```

## (e) The condition for zero coupling

**Task.** The extended Brillouin condition states that the Fock operator has no elements between virtual and complementary orbitals. It is written here as $VFW=0$, which for Hermitian $F$, $V$ and $W$ also gives $WFV=0$. Show that it is equivalent to the vanishing of the coupling operator:
$$C=0\iff VFW=0 .$$

**Solution.** Put $A=VFW$. If $A=0$, then $C=0$ by (d). Conversely, let $C=0$ and multiply by $W\otimes V$ from the right. Because $AW=VFW^2=A$ and $VW=0$,
$$0=(A\otimes V+V\otimes A)(W\otimes V)=AW\otimes V^2+VW\otimes AV=A\otimes V .$$
In entries, $A_{ij}V_{kl}=0$ for all $i,j,k,l$. If $V=0$, then $A=VFW=0$ at once. Otherwise some $V_{kl}\neq0$ can be divided out, and every $A_{ij}$ is zero.

In Lean, `hAW` is $AW=A$ and `h1` becomes $A\otimes V=0$. The command `by_cases` separates the case $V=0$, and `e` reads off the entry with row $(i,k)$ and column $(j,l)$.

F12 approximations that assume the extended Brillouin condition omit the C intermediate, and within a finite orbital basis the direction from $VFW=0$ to $C=0$ shows that this is exact when the condition holds. For a Fock matrix that violates the condition, the omission is in general an approximation. The converse concerns the operator on all ordered pairs: for particular correlation functions, the matrix elements of $C$ may be zero although $VFW$ is not.

```lean
/-- The C-coupling operator vanishes if and only if the extended Brillouin condition `VFW = 0`
holds. -/
theorem coupling_eq_zero_iff {O V W : Matrix n n K} (h : OrbitalPartition O V W)
    (F : Matrix n n K) : coupling O V F = 0 ↔ V * F * W = 0 := by
  obtain ⟨-, hV, hW⟩ := h.idempotent
  rw [coupling_eq h]
  constructor
  · intro h0
    have hAW : V * F * W * W = V * F * W := by rw [mul_assoc, hW]
    -- projecting on W⊗V isolates one of the two terms
    have h1 : ((V * F * W) ⊗ₖ V + V ⊗ₖ (V * F * W)) * (W ⊗ₖ V) = 0 := by
      rw [h0, zero_mul]
    simp only [add_mul, ← Matrix.mul_kronecker_mul, hAW, hV, h.VW,
      Matrix.zero_kronecker, add_zero] at h1
    by_cases hV0 : V = 0
    · rw [hV0, zero_mul, zero_mul]
    · have hex : ∃ k l, V k l ≠ 0 := by
        by_contra hc
        apply hV0
        ext k l
        by_contra hkl
        exact hc ⟨k, l, hkl⟩
      obtain ⟨k, l, hkl⟩ := hex
      -- a nonzero entry of V can be cancelled
      ext i j
      have e : (V * F * W) i j * V k l = 0 := congrFun (congrFun h1 (i, k)) (j, l)
      exact (mul_eq_zero.mp e).resolve_right hkl
  · intro h0
    rw [h0, Matrix.zero_kronecker, Matrix.kronecker_zero, add_zero]
```

## (f) Occupied pairs

**Task.** Show that occupied pairs do not couple to the range of $Q$, whatever $F$ is:
$$(O\otimes O)(F\otimes1+1\otimes F)Q=0 .$$

**Solution.** The two halves are
$$(OF\otimes O)Q=OFV\otimes OW+OFW\otimes OV+OFW\otimes OW=0,$$
$$(O\otimes OF)Q=OV\otimes OFW+OW\otimes OFV+OW\otimes OFW=0 .$$
One electron always stays in an occupied orbital, and $Q$ excludes such pairs. The Lean proof is this expansion.

```lean
/-- The pair Fock operator does not couple occupied pairs to the range of `Q`, whatever the
Fock matrix. -/
theorem occupied_pair_coupling {O V W : Matrix n n K} (h : OrbitalPartition O V W)
    (F : Matrix n n K) : (O ⊗ₖ O) * pairFock F * strongQ O V = 0 := by
  rw [strongQ_eq h, pairFock]
  simp only [mul_add, add_mul, ← Matrix.mul_kronecker_mul, mul_one, h.OV, h.OW,
    Matrix.zero_kronecker, Matrix.kronecker_zero, add_zero]
```

## (g) Mixed pairs

**Task.** Show that a pair with electron 1 virtual and electron 2 occupied couples only through the occupied–complement block:
$$(V\otimes O)(F\otimes1+1\otimes F)Q=V\otimes OFW .$$

**Solution.** The first half, $(VF\otimes O)Q$, has $OV$ or $OW$ in the second factor of every term and is zero. The second half is
$$(V\otimes OF)Q=V^2\otimes OFW+VW\otimes OFV+VW\otimes OFW=V\otimes OFW .$$
The electron in the occupied orbital has to be the one that moves. This coupling is therefore governed by $OFW$, a different block from the one in (e).

```lean
/-- A virtual-occupied pair couples to the range of `Q` only through the occupied-complement
block `OFW` of the Fock matrix. -/
theorem mixed_pair_coupling {O V W : Matrix n n K} (h : OrbitalPartition O V W)
    (F : Matrix n n K) : (V ⊗ₖ O) * pairFock F * strongQ O V = V ⊗ₖ (O * F * W) := by
  obtain ⟨-, hV, -⟩ := h.idempotent
  rw [strongQ_eq h, pairFock]
  simp only [mul_add, add_mul, ← Matrix.mul_kronecker_mul, mul_one, hV, h.VW, h.OV, h.OW,
    Matrix.zero_kronecker, Matrix.kronecker_zero, add_zero, zero_add]
```

## (h) The size of the coupling

**Task.** Take real matrices and let $V$ be symmetric. Relate the squared Frobenius norm of $C$, the sum of its squared entries, to that of $VFW$:
$$\operatorname{tr}(CC^{\mathsf T})=2\operatorname{tr}(V)\,\operatorname{tr}\!\big(VFW(VFW)^{\mathsf T}\big).$$

**Solution.** With $A=VFW$ again, $AV=VFWV=0$, and $C^{\mathsf T}=A^{\mathsf T}\otimes V+V\otimes A^{\mathsf T}$. Then
$$CC^{\mathsf T}=AA^{\mathsf T}\otimes V^2+AV\otimes VA^{\mathsf T}+VA^{\mathsf T}\otimes AV+V^2\otimes AA^{\mathsf T}=AA^{\mathsf T}\otimes V+V\otimes AA^{\mathsf T}.$$
Since $\operatorname{tr}(X\otimes Y)=\operatorname{tr}X\operatorname{tr}Y$, each term contributes $\operatorname{tr}(V)\operatorname{tr}(AA^{\mathsf T})$. The trace of $V$ is the number of virtual orbitals, so for a fixed norm of the Fock block the norm of $C$ grows as the square root of that number.

In Lean, `generalize` replaces $VFW$ by a matrix `A` of which only `hAV`, that is $AV=0$, is retained. The steps `ht` and `hm` are the transpose and the product.

```lean
/-- For real matrices with `V` symmetric, the squared Frobenius norm of the C-coupling operator
is `2 tr V` times that of the block `VFW`. -/
theorem coupling_frobenius {O V W : Matrix n n ℝ} (h : OrbitalPartition O V W)
    (hs : Vᵀ = V) (F : Matrix n n ℝ) :
    trace (coupling O V F * (coupling O V F)ᵀ) =
      2 * trace V * trace ((V * F * W) * (V * F * W)ᵀ) := by
  obtain ⟨-, hV, -⟩ := h.idempotent
  have hAV : V * F * W * V = 0 := by rw [mul_assoc, h.WV, mul_zero]
  rw [coupling_eq h]
  generalize V * F * W = A at hAV ⊢
  have ht : (A ⊗ₖ V + V ⊗ₖ A)ᵀ = Aᵀ ⊗ₖ V + V ⊗ₖ Aᵀ := by
    rw [Matrix.transpose_add, ← Matrix.kroneckerMap_transpose,
      ← Matrix.kroneckerMap_transpose, hs]
  -- the cross terms vanish because A V = 0
  have hm : (A ⊗ₖ V + V ⊗ₖ A) * (Aᵀ ⊗ₖ V + V ⊗ₖ Aᵀ) =
      (A * Aᵀ) ⊗ₖ V + V ⊗ₖ (A * Aᵀ) := by
    simp only [mul_add, add_mul, ← Matrix.mul_kronecker_mul, hV, hAV,
      Matrix.zero_kronecker, Matrix.kronecker_zero, add_zero, zero_add]
  rw [ht, hm, Matrix.trace_add, Matrix.trace_kronecker, Matrix.trace_kronecker]
  ring
```

## (i) Three orbitals with a nonzero coupling

**Task.** Number three orbitals 0, 1, 2 and let them be occupied, virtual and complementary, in this order. Check that their projectors form a partition, and show that for
$$F=\begin{pmatrix}1&0&0\\0&2&1\\0&1&3\end{pmatrix}$$
the coupling does not vanish: $C\neq0$.

**Solution.** The projectors are diagonal, with a single 1 in different places. Their mutual products are therefore zero and their sum is the identity. The only nonzero entry of $VFW$ is $(VFW)_{12}=F_{12}=1$, so $C\neq0$ by (e). Explicitly, (d) gives $C_{(1,1),(2,1)}=C_{(1,1),(1,2)}=1$ and zeros elsewhere. The squared norm is 2, in agreement with (h). In the pair $(1,1)$ both electrons are in the same orbital, so the three orbitals have to be read as spatial orbitals and the pair as a singlet; for spin orbitals the Pauli principle would exclude it.

Lean checks the partition entry by entry, turns $C\ne0$ into $VFW\neq0$ with the equivalence of (e), and evaluates the entry in row 1 and column 2.

```lean
/-- Three orbitals, one in each space, form an orbital partition, and a symmetric Fock matrix with
a virtual-complement element gives a nonzero C-coupling operator. -/
theorem coupling_witness :
    OrbitalPartition (!![1, 0, 0; 0, 0, 0; 0, 0, 0] : Matrix (Fin 3) (Fin 3) ℝ)
      !![0, 0, 0; 0, 1, 0; 0, 0, 0] !![0, 0, 0; 0, 0, 0; 0, 0, 1] ∧
    coupling (!![1, 0, 0; 0, 0, 0; 0, 0, 0] : Matrix (Fin 3) (Fin 3) ℝ)
      !![0, 0, 0; 0, 1, 0; 0, 0, 0] !![1, 0, 0; 0, 2, 1; 0, 1, 3] ≠ 0 := by
  have hp : OrbitalPartition (!![1, 0, 0; 0, 0, 0; 0, 0, 0] : Matrix (Fin 3) (Fin 3) ℝ)
      !![0, 0, 0; 0, 1, 0; 0, 0, 0] !![0, 0, 0; 0, 0, 0; 0, 0, 1] := by
    constructor <;> ext i j <;> fin_cases i <;> fin_cases j <;>
      simp [Matrix.mul_apply, Fin.sum_univ_succ]
  refine ⟨hp, ?_⟩
  rw [Ne, coupling_eq_zero_iff hp]
  intro h0
  -- the virtual-complement element of the Fock matrix is 1
  have h1 := congrFun (congrFun h0 1) 2
  simp [Matrix.mul_apply, Fin.sum_univ_succ] at h1

end ExtendedBrillouinCoupling
```

```lean
#print axioms ExtendedBrillouinCoupling.coupling_eq_zero_iff
#print axioms ExtendedBrillouinCoupling.occupied_pair_coupling
#print axioms ExtendedBrillouinCoupling.mixed_pair_coupling
#print axioms ExtendedBrillouinCoupling.coupling_frobenius
```

```
'ExtendedBrillouinCoupling.coupling_eq_zero_iff' depends on axioms: [propext, Classical.choice, Quot.sound]
'ExtendedBrillouinCoupling.occupied_pair_coupling' depends on axioms: [propext, Classical.choice, Quot.sound]
'ExtendedBrillouinCoupling.mixed_pair_coupling' depends on axioms: [propext, Classical.choice, Quot.sound]
'ExtendedBrillouinCoupling.coupling_frobenius' depends on axioms: [propext, Classical.choice, Quot.sound]
```

## The mixed-product rule as a rewrite rule

The expansions in (c) to (h) turn on the Mathlib lemma `Matrix.mul_kronecker_mul`. It equates the Kronecker product of two matrix products with the matrix product of two Kronecker products, which requires commuting scalars. The arrow in `← Matrix.mul_kronecker_mul` makes `simp only` use it from right to left: a product of pair operators becomes one Kronecker product with an ordinary matrix product for each electron. The partition then acts on each electron separately, and no sum over pair indices is ever written out.

Bracketing matters for these rewrites. Lean reads `V * F * W * W` as `((V * F) * W) * W`, which does not contain `W * W` as a subterm, so the rule $W^2=W$ does not apply to it directly. This is why (e) first proves `hAW`, and (h) first proves `hAV`, by regrouping with `mul_assoc`. In (d) no such help is needed: the factor without $F$ has the form `V * 1 * W` or `V * 1 * V`, which `mul_one` reduces to a product that the partition or idempotency can evaluate.
